# Large-ring limits of the correlation ratio for summable connected correlations

A determinant quantum Monte Carlo run on a finite lattice returns equal-time correlations, and these can be used to judge whether the infinite system is ordered. A large structure factor at the ordering momentum is not enough, since a long but finite correlation length also produces a tall peak. The correlation ratio compares the peak with its nearest neighbour in momentum space. Its limits as the lattice grows can be derived in a simple model: a ring whose correlation function is a constant plus a summable remainder, with the remainder's sum assumed non-zero when the constant vanishes.

## The ratio and its two limits

Take a ring of $L=2n+1$ sites, with separations $r=-n,\dots,n$. Let the correlation function be $m^2+f(r)$, where $m$ is the order parameter and $f$ is the connected part, a fixed real function on the integers with $\sum_r|f(r)|<\infty$. Write $F=\sum_{r\in\mathbb Z}f(r)$ and define

$$S_L(q)=\sum_{r=-n}^{n}\bigl(m^2+f(r)\bigr)\cos(qr),\qquad q_L=\frac{2\pi}{L},\qquad R_L=1-\frac{S_L(q_L)}{S_L(0)}.$$

As $L\to\infty$ through odd values:

- if $m\neq0$, then $R_L\to1$, and $L(1-R_L)\to F/m^2$;
- if $m=0$ and $F\neq0$, then $R_L\to0$.

So, when $F\neq0$, $R_L\to1$ exactly when $m\neq0$.

## Where a simulation code uses this

An analysis script that plots the correlation ratio for several lattice sizes reads a drift towards 1 as order and a drift towards 0 as disorder. The limits above support that reading for sufficiently large $L$, on a one-dimensional ring whose connected correlations are size-independent and summable with $F\neq0$, and whose order, if any, is at zero momentum. A drift seen only on rings much shorter than the correlation length can mislead: a disordered system may then look ordered. In the same model, if $m\neq0$ and $F\neq0$, the deviation from 1 is asymptotically $F/(m^2L)$, so for a given $f$ weaker order needs longer rings to bring $R_L$ equally close to 1.

The derivation also supplies a check of the Fourier routine. A constant correlation array must give zero at $q_L$, up to rounding, for every odd $L\ge3$. An overall normalisation of $S_L$, such as a factor $1/L$, cancels in $R_L$.

## From the cosine sum to the limits

**The background vanishes at $q_L$.** Let $D_n(q)=\sum_{r=-n}^{n}\cos(qr)$. Then

$$\sin\tfrac q2\,D_n(q)=\sin\tfrac{(2n+1)q}{2}.$$

For $n=0$ both sides are $\sin(q/2)$. Going from $n$ to $n+1$ adds the separations $\pm(n+1)$, and the left side grows by

$$2\sin\tfrac q2\cos\bigl(q(n+1)\bigr)=\sin\tfrac{(2n+3)q}{2}-\sin\tfrac{(2n+1)q}{2},$$

which is the growth of the right side. At $q=q_L$ the right side is $\sin\pi=0$, while $\sin(q_L/2)=\sin(\pi/L)>0$ for $L\ge3$. Hence $D_n(q_L)=0$ and

$$S_L(q_L)=\sum_{r=-n}^{n}f(r)\cos(q_Lr)\qquad(L\ge3).$$

The order parameter has dropped out at finite size.

**The connected part tends to $F$.** Although $q_L\to0$, the cosine is not close to 1 everywhere: at $r=\pm n$ the phase is nearly $\pm\pi$. Summability controls these distant terms. Given $\varepsilon>0$, choose $K$ with $\sum_{|r|>K}|f(r)|<\varepsilon$. For $n\ge K$,

$$\Bigl|\sum_{r=-n}^{n}f(r)\cos(q_Lr)-F\Bigr|\le\sum_{|r|\le K}|f(r)|\,\bigl|\cos(q_Lr)-1\bigr|+2\varepsilon.$$

The remaining sum has a fixed number of terms, each tending to zero. Therefore $S_L(q_L)\to F$ for every $m$.

**The peak grows with $L$ if there is order.** At zero momentum every cosine is 1, so

$$\frac{S_L(0)}{L}=m^2+\frac1L\sum_{r=-n}^{n}f(r)\to m^2.$$

**The ratio.** For $m\ne0$,

$$L(1-R_L)=\frac{S_L(q_L)}{S_L(0)/L}\to\frac{F}{m^2},$$

and dividing by $L$ gives $R_L\to1$. For $m=0$, both $S_L(q_L)$ and $S_L(0)$ tend to $F$. If $F\neq0$, their quotient tends to 1 and $R_L\to0$. Since a sequence has only one limit, $R_L\to1$ is then impossible without order.

## A connected part with three non-zero values

Let $f(0)=1$, $f(\pm1)=\tfrac12$ and $f(r)=0$ otherwise, so $F=2$. For odd $L\ge3$,

$$S_L(q_L)=1+\cos\frac{2\pi}{L},\qquad S_L(0)=m^2L+2.$$

On three sites $\cos(2\pi/3)=-\tfrac12$, so $S_3(q_3)=\tfrac12$. With $m=1$ the peak is 5 and $R_3=0.9$; with $m=0$ the peak is 2 and $R_3=0.75$. A single small ring hardly separates the two cases.

On 101 sites $S_L(q_L)\approx1.9981$. With $m=1$ the peak is 103, so $R_{101}\approx0.9806$ and $L(1-R_L)\approx1.959$, close to the limit $F/m^2=2$. With $m=0$ one finds $R_{101}\approx0.00097$.

## The Lean statements and their lemmas

The ring is indexed by `n`, with $L=2n+1$, and `Finset.Icc (-(n : ℤ)) n` is the set of separations. `structureFactor m f n q` is $S_L(q)$, `minMomentum n` is $q_L$, and `correlationRatio m f n` is $R_L$. The hypothesis `Summable f` means absolute summability for a real function, and `∑' r, f r` is $F$. A statement `Tendsto … atTop (𝓝 a)` says that the sequence converges to `a` as `n` grows.

`correlationRatio_limits` contains the two limits, with the condition on $F$ attached only to the disordered case. `tendsto_finite_size_correction` gives the $1/L$ term, and `tendsto_one_iff_ordered` gives the equivalence.

The lemmas follow the derivation:

- `sum_Icc_succ` adds the two outermost separations. `dirichlet_kernel` uses it in the induction, where `linear_combination ih` closes the trigonometric step.
- `sum_cos_minMomentum` cancels the positive sine to obtain $D_n(q_L)=0$. It requires `1 ≤ n`, because on a single site the sum is 1.
- `structureFactor_split` separates background from connected part. With it, `tendsto_structureFactor_minMomentum` and `tendsto_structureFactor_zero_div` give the limits of $S_L(q_L)$ and $S_L(0)/L$.
- The final theorems take quotients of limits. In the disordered case the limit of $S_L(0)$ comes directly from `tendsto_connected`. The equivalence also uses `tendsto_nhds_unique`.

The analytic work is in `tendsto_connected`, which replaces the $\varepsilon$ argument by Mathlib's `tendsto_tsum_of_dominated_convergence`. That theorem exchanges a limit with an infinite sum over a fixed index set, but here the range of summation grows with `n`. The proof therefore sums over all integers and uses an `if` to set the terms beyond the ring to zero.

Two conditions then remain. For each fixed `r`, the term must converge to `f r`: once `n` reaches `r.natAbs` the separation lies on the ring, and continuity of the cosine does the rest. Every term must also be bounded by a summable function independent of `n`, and $|f(r)|$ serves, with `hf.abs` supplying its summability. Finally `tsum_eq_sum` turns the extended sum back into the finite one.

```lean
import Mathlib

open Filter Topology

namespace CorrelationRatio

noncomputable section

/-- The structure factor at momentum `q` on a ring of `2n+1` sites, for the correlation function
`m² + f(r)` with order parameter `m` and connected part `f`. -/
def structureFactor (m : ℝ) (f : ℤ → ℝ) (n : ℕ) (q : ℝ) : ℝ :=
  ∑ r ∈ Finset.Icc (-(n : ℤ)) n, (m ^ 2 + f r) * Real.cos (q * r)

/-- The momentum `2π/L` on a ring of `L = 2n+1` sites. -/
def minMomentum (n : ℕ) : ℝ := 2 * Real.pi / (2 * n + 1)

/-- The correlation ratio `1 - S(2π/L)/S(0)` on a ring of `L = 2n+1` sites, meaningful when
`S(0)` is non-zero. -/
def correlationRatio (m : ℝ) (f : ℤ → ℝ) (n : ℕ) : ℝ :=
  1 - structureFactor m f n (minMomentum n) / structureFactor m f n 0

/-- Enlarging the ring by two sites adds the two outermost separations to a sum over the ring. -/
theorem sum_Icc_succ (g : ℤ → ℝ) (n : ℕ) :
    ∑ r ∈ Finset.Icc (-((n + 1 : ℕ) : ℤ)) ((n + 1 : ℕ) : ℤ), g r =
      ∑ r ∈ Finset.Icc (-(n : ℤ)) n, g r + (g ((n : ℤ) + 1) + g (-((n : ℤ) + 1))) := by
  have h : Finset.Icc (-((n + 1 : ℕ) : ℤ)) ((n + 1 : ℕ) : ℤ) =
      insert ((n : ℤ) + 1) (insert (-((n : ℤ) + 1)) (Finset.Icc (-(n : ℤ)) n)) := by
    ext r
    simp only [Finset.mem_insert, Finset.mem_Icc]
    omega
  have h1 : -((n : ℤ) + 1) ∉ Finset.Icc (-(n : ℤ)) n := by
    simp only [Finset.mem_Icc]
    omega
  have h2 : (n : ℤ) + 1 ∉ insert (-((n : ℤ) + 1)) (Finset.Icc (-(n : ℤ)) n) := by
    simp only [Finset.mem_insert, Finset.mem_Icc]
    omega
  rw [h, Finset.sum_insert h2, Finset.sum_insert h1]
  ring

/-- The Dirichlet kernel: the sum of `cos(qr)` over a ring of `2n+1` sites, multiplied by
`sin(q/2)`, equals `sin((2n+1)q/2)`. -/
theorem dirichlet_kernel (n : ℕ) (q : ℝ) :
    Real.sin (q / 2) * ∑ r ∈ Finset.Icc (-(n : ℤ)) n, Real.cos (q * r) =
      Real.sin ((2 * n + 1) * (q / 2)) := by
  induction n with
  | zero => simp
  | succ n ih =>
    have h1 : (2 * ((n : ℝ) + 1) + 1) * (q / 2) = q * ((n : ℝ) + 1) + q / 2 := by ring
    have h2 : (2 * (n : ℝ) + 1) * (q / 2) = q * ((n : ℝ) + 1) - q / 2 := by ring
    rw [h2, Real.sin_sub] at ih
    rw [sum_Icc_succ]
    push_cast
    rw [h1, mul_neg, Real.cos_neg, Real.sin_add]
    linear_combination ih

/-- On a ring of at least three sites a constant background has no Fourier component at
momentum `2π/L`. -/
theorem sum_cos_minMomentum (n : ℕ) (hn : 1 ≤ n) :
    ∑ r ∈ Finset.Icc (-(n : ℤ)) n, Real.cos (minMomentum n * r) = 0 := by
  have hn' : (1 : ℝ) ≤ n := by exact_mod_cast hn
  have hL : (2 * (n : ℝ) + 1) ≠ 0 := by positivity
  have hq : minMomentum n / 2 = Real.pi / (2 * n + 1) := by
    unfold minMomentum
    ring
  have hs : 0 < Real.sin (minMomentum n / 2) := by
    rw [hq]
    exact Real.sin_pos_of_pos_of_lt_pi (div_pos Real.pi_pos (by positivity))
      (div_lt_self Real.pi_pos (by linarith))
  have h := dirichlet_kernel n (minMomentum n)
  have hpi : (2 * (n : ℝ) + 1) * (minMomentum n / 2) = Real.pi := by
    rw [hq]
    exact mul_div_cancel₀ _ hL
  rw [hpi, Real.sin_pi] at h
  exact (mul_eq_zero.mp h).resolve_left hs.ne'

/-- For summable connected correlations and momenta tending to zero as the ring grows, the
connected structure factor tends to the sum of the correlations over all separations. -/
theorem tendsto_connected {f : ℤ → ℝ} (hf : Summable f) {q : ℕ → ℝ}
    (hq : Tendsto q atTop (𝓝 0)) :
    Tendsto (fun n : ℕ => ∑ r ∈ Finset.Icc (-(n : ℤ)) n, f r * Real.cos (q n * r))
      atTop (𝓝 (∑' r, f r)) := by
  -- extend each finite sum by zero and use dominated convergence with bound |f|
  have key : Tendsto (fun n : ℕ => ∑' r : ℤ,
      if r ∈ Finset.Icc (-(n : ℤ)) n then f r * Real.cos (q n * r) else 0)
      atTop (𝓝 (∑' r, f r)) := by
    refine tendsto_tsum_of_dominated_convergence hf.abs (fun r => ?_)
      (Eventually.of_forall fun n r => ?_)
    · have hc : Tendsto (fun n => f r * Real.cos (q n * r)) atTop (𝓝 (f r)) := by
        have h := ((Real.continuous_cos.tendsto _).comp (hq.mul_const (r : ℝ))).const_mul (f r)
        simpa [Function.comp_def] using h
      refine hc.congr' ?_
      filter_upwards [eventually_ge_atTop r.natAbs] with n hn
      exact (if_pos (Finset.mem_Icc.2 (by omega))).symm
    · split_ifs
      · rw [Real.norm_eq_abs, abs_mul]
        exact mul_le_of_le_one_right (abs_nonneg _) (Real.abs_cos_le_one _)
      · simp
  refine key.congr (fun n => ?_)
  rw [tsum_eq_sum (s := Finset.Icc (-(n : ℤ)) n) (fun r hr => if_neg hr)]
  exact Finset.sum_congr rfl (fun r hr => if_pos hr)

/-- The structure factor is the background `m²` times a cosine sum plus the connected part. -/
theorem structureFactor_split (m : ℝ) (f : ℤ → ℝ) (n : ℕ) (q : ℝ) :
    structureFactor m f n q = m ^ 2 * ∑ r ∈ Finset.Icc (-(n : ℤ)) n, Real.cos (q * r) +
      ∑ r ∈ Finset.Icc (-(n : ℤ)) n, f r * Real.cos (q * r) := by
  simp only [structureFactor, add_mul, Finset.sum_add_distrib, Finset.mul_sum]

private theorem tendsto_length : Tendsto (fun n : ℕ => 2 * (n : ℝ) + 1) atTop atTop :=
  tendsto_atTop_add_const_right _ _
    (tendsto_natCast_atTop_atTop.const_mul_atTop (by norm_num))

/-- For summable `f` and any order parameter, the structure factor at momentum `2π/L` tends to
the sum of the connected correlations. -/
theorem tendsto_structureFactor_minMomentum (m : ℝ) {f : ℤ → ℝ} (hf : Summable f) :
    Tendsto (fun n => structureFactor m f n (minMomentum n)) atTop (𝓝 (∑' r, f r)) := by
  have hq : Tendsto minMomentum atTop (𝓝 0) := tendsto_const_nhds.div_atTop tendsto_length
  refine (tendsto_connected hf hq).congr' ?_
  filter_upwards [eventually_ge_atTop 1] with n hn
  rw [structureFactor_split, sum_cos_minMomentum n hn, mul_zero, zero_add]

/-- For summable `f`, the zero-momentum structure factor per site tends to the squared order
parameter. -/
theorem tendsto_structureFactor_zero_div (m : ℝ) {f : ℤ → ℝ} (hf : Summable f) :
    Tendsto (fun n : ℕ => structureFactor m f n 0 / (2 * (n : ℝ) + 1)) atTop (𝓝 (m ^ 2)) := by
  have hc (n : ℕ) : ∑ r ∈ Finset.Icc (-(n : ℤ)) n, Real.cos (0 * (r : ℝ)) = 2 * n + 1 := by
    induction n with
    | zero => simp
    | succ n ih =>
      rw [sum_Icc_succ, ih]
      simp only [zero_mul, Real.cos_zero]
      push_cast
      ring
  have h := ((tendsto_connected hf (q := fun _ => 0) tendsto_const_nhds).div_atTop
    tendsto_length).const_add (m ^ 2)
  rw [add_zero] at h
  refine h.congr (fun n => ?_)
  have hL : (2 * (n : ℝ) + 1) ≠ 0 := by positivity
  rw [structureFactor_split, hc, add_div, mul_div_cancel_right₀ _ hL]

/-- Finite-size correction in the ordered phase: for summable `f` and `m ≠ 0`, the deviation of
the correlation ratio from one, multiplied by `L`, tends to `(∑ f)/m²`. -/
theorem tendsto_finite_size_correction {m : ℝ} (hm : m ≠ 0) {f : ℤ → ℝ} (hf : Summable f) :
    Tendsto (fun n : ℕ => (2 * (n : ℝ) + 1) * (1 - correlationRatio m f n)) atTop
      (𝓝 ((∑' r, f r) / m ^ 2)) := by
  refine ((tendsto_structureFactor_minMomentum m hf).div
    (tendsto_structureFactor_zero_div m hf) (pow_ne_zero 2 hm)).congr (fun n => ?_)
  simp only [Pi.div_apply, correlationRatio]
  rw [div_div_eq_mul_div]
  ring

/-- For summable connected correlations, the correlation ratio tends to one if the order
parameter is non-zero, and to zero if it vanishes and the correlations have a non-zero sum. -/
theorem correlationRatio_limits (m : ℝ) {f : ℤ → ℝ} (hf : Summable f) :
    (m ≠ 0 → Tendsto (correlationRatio m f) atTop (𝓝 1)) ∧
      (m = 0 → ∑' r, f r ≠ 0 → Tendsto (correlationRatio m f) atTop (𝓝 0)) := by
  constructor
  · intro hm
    -- the deviation from one is a convergent sequence divided by L
    have h := ((tendsto_finite_size_correction hm hf).div_atTop tendsto_length).const_sub 1
    rw [sub_zero] at h
    refine h.congr (fun n => ?_)
    have hL : (2 * (n : ℝ) + 1) ≠ 0 := by positivity
    rw [mul_div_cancel_left₀ _ hL]
    ring
  · rintro rfl hF
    -- without order both structure factors have the same non-zero limit
    have h0 : Tendsto (fun n => structureFactor 0 f n 0) atTop (𝓝 (∑' r, f r)) := by
      refine (tendsto_connected hf (q := fun _ => 0) tendsto_const_nhds).congr (fun n => ?_)
      rw [structureFactor_split]
      ring
    have h := ((tendsto_structureFactor_minMomentum 0 hf).div h0 hF).const_sub 1
    rw [div_self hF, sub_self] at h
    exact h

/-- If the connected correlations are summable with non-zero sum, the correlation ratio tends to
one exactly when the order parameter is non-zero. -/
theorem tendsto_one_iff_ordered (m : ℝ) {f : ℤ → ℝ} (hf : Summable f) (hF : ∑' r, f r ≠ 0) :
    Tendsto (correlationRatio m f) atTop (𝓝 1) ↔ m ≠ 0 := by
  refine ⟨fun h hm => ?_, (correlationRatio_limits m hf).1⟩
  exact one_ne_zero (tendsto_nhds_unique h ((correlationRatio_limits m hf).2 hm hF))

end

end CorrelationRatio
```

```lean
#print axioms CorrelationRatio.correlationRatio_limits
#print axioms CorrelationRatio.tendsto_one_iff_ordered
```

```
'CorrelationRatio.correlationRatio_limits' depends on axioms: [propext, Classical.choice, Quot.sound]
'CorrelationRatio.tendsto_one_iff_ordered' depends on axioms: [propext, Classical.choice, Quot.sound]
```

## What carries over to simulation data

The theorems establish limits, including the coefficient of the $1/L$ deviation in the ordered case. They give no error bound at a given $L$, and they do not say that $R_L$ changes monotonically or that curves for different sizes cross.

The form $m^2+f(r)$ is an assumption about the correlations, not a consequence of a Hamiltonian. The constant $m^2$ stands for the plateau that correlations approach at large distance in an ordered state, and summability of $f$ says that the deviations from the plateau decay fast enough with distance for their absolute values to have a finite sum. Exponential decay qualifies; a power law $|r|^{-a}$ with $a\le1$ does not, which excludes some critical correlations.

The same $f$ is used on every ring, whereas measured correlations generally change with lattice size. Statistical noise and Trotter error are also absent from the model. The geometry is a one-dimensional ring with an odd number of sites, and the ordering momentum is zero; higher-dimensional lattices and staggered order need their own statements.

The condition $F\ne0$ matters when $m=0$. Take $f(0)=2$, $f(\pm1)=-1$ and zero elsewhere: then $S_L(0)=0$ for every odd $L\ge3$ and the physical ratio is undefined, while Lean's convention $x/0=0$ makes `correlationRatio` equal to 1. Without that condition, the disordered limit as formalised would be false.
